# For spin 1, L·S satisfies a cubic equation, and its eigenvalues at fixed l lie among l, −1 and −(l+1)

Let $L_0, L_1, L_2$ be the components of an orbital angular momentum in units of $\hbar$, with $L^2 = l(l+1)$. For a spin-1 particle, $L\cdot S$ is the $3\times3$ matrix $X_{ij} = -i\sum_k \varepsilon_{kij}L_k$, where $\varepsilon$ is the Levi-Civita symbol. If it is diagonalised as though the $L_k$ were ordinary numbers, the eigenvalues come out as $0$ and $\pm\sqrt{l(l+1)}$. For $l=1$ that gives $0, \pm\sqrt2$, whereas the correct values are $1, -1, -2$. The entries of $X$ do not commute, and the cubic $(X+1)(X^2+X-L^2)=0$ takes this into account.

For a single atomic term with total spin $S=1$, total orbital quantum number $l$ (usually written $L$) and an effective coupling $\lambda\,L\cdot S$ with constant $\lambda$, the possible fine-structure shifts are therefore $\lambda l$, $-\lambda$ and $-\lambda(l+1)$.

## The operators

```lean
import Mathlib

open Complex

namespace SpinOneSpinOrbit

noncomputable section

variable {A : Type*} [Ring A] [Algebra ℂ A]
```

`A` is any complex algebra with a unit: its elements can be added, multiplied in a definite order and scaled by complex numbers. It plays the part of the orbital operators. It may be infinite-dimensional, and no Hilbert space or Hermiticity is assumed.

```lean
/-- The commutation relations of an angular momentum (in units of ħ),
for three elements of a complex algebra. -/
structure IsAngularMomentum (L : Fin 3 → A) : Prop where
  xy : L 0 * L 1 - L 1 * L 0 = I • L 2
  yz : L 1 * L 2 - L 2 * L 1 = I • L 0
  zx : L 2 * L 0 - L 0 * L 2 = I • L 1
```

`L : Fin 3 → A` is a triple of operators, numbered 0, 1, 2 for $x, y, z$. The structure collects the three relations $[L_0,L_1]=iL_2$, $[L_1,L_2]=iL_0$ and $[L_2,L_0]=iL_1$. The symbol `•` multiplies an operator by a number.

```lean
/-- The squared angular momentum `L²`. -/
def casimir (L : Fin 3 → A) : A := L 0 * L 0 + L 1 * L 1 + L 2 * L 2
```

This is $L^2 = L_0^2+L_1^2+L_2^2$, still an operator at this stage.

```lean
/-- The Cartesian spin-1 matrices, `(S_k)_ij = -i ε_kij`. -/
def spinOne : Fin 3 → Matrix (Fin 3) (Fin 3) ℂ :=
  ![!![0, 0, 0; 0, 0, -I; 0, I, 0],
    !![0, 0, I; 0, 0, 0; -I, 0, 0],
    !![0, -I, 0; I, 0, 0; 0, 0, 0]]
```

These are the spin matrices in the Cartesian basis, $(S_k)_{ij}=-i\varepsilon_{kij}$. None of them is diagonal here, unlike $S_z$ in the usual basis of magnetic quantum numbers.

```lean
/-- The spin-orbit operator `L·S` for spin 1, a 3×3 matrix with entries in the
algebra of the orbital operators. -/
def spinOrbit (L : Fin 3 → A) : Matrix (Fin 3) (Fin 3) A :=
  Matrix.of fun i j => ∑ k, spinOne k i j • L k
```

This is $X=\sum_k L_kS_k$. The row and column indices refer to spin, and each entry is an orbital operator.

```lean
/-- The dyad with entries `L_i L_j`. -/
def dyad (L : Fin 3 → A) : Matrix (Fin 3) (Fin 3) A :=
  Matrix.of fun i j => L i * L j
```

The dyad $D_{ij}=L_iL_j$ has its factors in a fixed order, which matters below.

## The cubic

```lean
/-- The spin-orbit operator written out in Cartesian components. -/
theorem spinOrbit_eq (L : Fin 3 → A) :
    spinOrbit L = !![0, -(I • L 2), I • L 1;
                     I • L 2, 0, -(I • L 0);
                     -(I • L 1), I • L 0, 0] := by
  ext i j
  fin_cases i <;> fin_cases j <;> simp [spinOrbit, spinOne, Fin.sum_univ_three]
```

Written out,
$$X=\begin{pmatrix}0&-iL_2&iL_1\\ iL_2&0&-iL_0\\ -iL_1&iL_0&0\end{pmatrix}.$$
The proof compares entries: `ext i j` picks a general one, `fin_cases` runs through all nine, and `simp` evaluates the sum over $k$.

```lean
/-- The combination `X² + X - L²` of the spin-orbit operator `X` is minus the
dyad `L_i L_j`. -/
theorem spinOrbit_quadratic {L : Fin 3 → A} (h : IsAngularMomentum L) :
    spinOrbit L * spinOrbit L + spinOrbit L - Matrix.diagonal (fun _ => casimir L)
      = -dyad L := by
  have h1 := h.xy
  have h2 := h.yz
  have h3 := h.zx
  -- off the diagonal, one commutator reverses the order of the product
  ext i j
  fin_cases i <;> fin_cases j <;>
    simp [spinOrbit_eq, dyad, casimir, smul_smul] <;>
    first
    | module
    | linear_combination (norm := module) h1
    | linear_combination (norm := module) -h1
    | linear_combination (norm := module) h2
    | linear_combination (norm := module) -h2
    | linear_combination (norm := module) h3
    | linear_combination (norm := module) -h3
```

The claim is $X^2+X-L^2=-D$, with $L^2$ placed on the diagonal. By hand, the product of two Levi-Civita symbols gives
$$(X^2)_{ij}=\delta_{ij}L^2-L_jL_i .$$
The commutation relations say that $X_{ij}=-[L_i,L_j]=L_jL_i-L_iL_j$. Adding the two cancels $L_jL_i$ and leaves $\delta_{ij}L^2-L_iL_j$.

Lean checks the nine entries separately. The diagonal ones need no commutator. Each of the others needs one, with a sign, and `first` tries the candidates in turn. The tactic `module` does the linear bookkeeping without reordering any products.

```lean
/-- The spin-orbit operator maps the column `(L_x, L_y, L_z)` to its negative. -/
theorem spinOrbit_column {L : Fin 3 → A} (h : IsAngularMomentum L) (i : Fin 3) :
    ∑ j, spinOrbit L i j * L j = -L i := by
  have k0 : I • (L 1 * L 2) - I • (L 2 * L 1) = -L 0 := by
    rw [← smul_sub, h.yz, smul_smul, I_mul_I, neg_smul, one_smul]
  have k1 : I • (L 2 * L 0) - I • (L 0 * L 2) = -L 1 := by
    rw [← smul_sub, h.zx, smul_smul, I_mul_I, neg_smul, one_smul]
  have k2 : I • (L 0 * L 1) - I • (L 1 * L 0) = -L 2 := by
    rw [← smul_sub, h.xy, smul_smul, I_mul_I, neg_smul, one_smul]
  fin_cases i <;> simp [spinOrbit_eq, Fin.sum_univ_three] <;>
    first
    | linear_combination (norm := module) k0
    | linear_combination (norm := module) k1
    | linear_combination (norm := module) k2
```

This says $\sum_j X_{ij}L_j=-L_i$. For $i=0$,
$$-iL_2L_1+iL_1L_2=i[L_1,L_2]=i\cdot iL_0=-L_0,$$
and the other two rows follow cyclically. The auxiliary facts `k0`, `k1` and `k2` are these three lines.

```lean
/-- The spin-orbit operator `X = L·S` for spin 1 satisfies
`(X + 1)(X² + X - L²) = 0`. -/
theorem spinOrbit_cubic {L : Fin 3 → A} (h : IsAngularMomentum L) :
    (spinOrbit L + 1) * (spinOrbit L * spinOrbit L + spinOrbit L
      - Matrix.diagonal (fun _ => casimir L)) = 0 := by
  rw [spinOrbit_quadratic h, mul_neg, neg_eq_zero, add_mul, one_mul]
  ext i j
  -- the left factor acts on the first index of the dyad only
  have e : ∑ k, spinOrbit L i k * dyad L k j = (∑ k, spinOrbit L i k * L k) * L j := by
    simp only [dyad, Matrix.of_apply, Finset.sum_mul, mul_assoc]
  rw [Matrix.add_apply, Matrix.mul_apply, e, spinOrbit_column h]
  simp [dyad]
```

The cubic now follows. By the quadratic identity, the left side is $-(X+1)D$, and
$$\sum_k (X+1)_{ik}L_kL_j=\Big(\sum_k X_{ik}L_k+L_i\Big)L_j=(-L_i+L_i)L_j=0 .$$
The step `e` pulls $L_j$ out to the right of the sum, and `spinOrbit_column` evaluates what remains. Nothing has yet been assumed about the value of $L^2$.

## The levels

```lean
/-- For `L² = l(l+1)` the cubic factorises as `(X + 1)(X - l)(X + l + 1) = 0`. -/
theorem spinOrbit_factorised {L : Fin 3 → A} (h : IsAngularMomentum L) {l : ℂ}
    (hl : casimir L = (l * (l + 1)) • (1 : A)) :
    (spinOrbit L + 1) * ((spinOrbit L - l • 1) * (spinOrbit L + (l + 1) • 1)) = 0 := by
  have d : Matrix.diagonal (fun _ : Fin 3 => casimir L)
      = (l * (l + 1)) • (1 : Matrix (Fin 3) (Fin 3) A) := by
    rw [hl]
    ext i j
    by_cases hij : i = j <;> simp [hij]
  have e : (spinOrbit L - l • 1) * (spinOrbit L + (l + 1) • 1)
      = spinOrbit L * spinOrbit L + spinOrbit L
        - Matrix.diagonal (fun _ => casimir L) := by
    rw [d]
    simp only [sub_mul, mul_add, smul_mul_assoc, mul_smul_comm, one_mul, mul_one]
    module
  rw [e, spinOrbit_cubic h]
```

The new hypothesis `hl` states that $L^2$ is the number $l(l+1)$ times the identity, as it is within a single $l$ shell. Here $l$ may be any complex number. Since numbers commute with $X$,
$$(X-l)(X+l+1)=X^2+X-l(l+1),$$
so the cubic becomes $(X+1)(X-l)(X+l+1)=0$. In the proof, `d` rewrites the diagonal matrix and `e` is this expansion.

```lean
variable {M : Type*} [AddCommGroup M] [Module ℂ M] [Module A M] [IsScalarTower ℂ A M]

/-- The action of a 3×3 matrix of orbital operators on a three-component state. -/
def act (Y : Matrix (Fin 3) (Fin 3) A) (ψ : Fin 3 → M) : Fin 3 → M :=
  fun i => ∑ j, Y i j • ψ j
```

`M` is a complex vector space of orbital states on which the operators in `A` act. A state of the spin-1 particle is a triple $\psi_0,\psi_1,\psi_2$ of such vectors, and a matrix $Y$ acts by $(Y\psi)_i=\sum_jY_{ij}\psi_j$.

```lean
/-- If `L² = l(l+1)`, every eigenvalue of the spin-1 spin-orbit operator on
three-component states is `l`, `-1` or `-(l+1)`. -/
theorem spinOrbit_levels {L : Fin 3 → A} (h : IsAngularMomentum L) {l μ : ℂ}
    (hl : casimir L = (l * (l + 1)) • (1 : A)) {ψ : Fin 3 → M} (hne : ψ ≠ 0)
    (hψ : act (spinOrbit L) ψ = μ • ψ) :
    μ = l ∨ μ = -1 ∨ μ = -(l + 1) := by
  have act_mul : ∀ (Y Z : Matrix (Fin 3) (Fin 3) A) (φ : Fin 3 → M),
      act (Y * Z) φ = act Y (act Z φ) := by
    intro Y Z φ
    ext i
    simp only [act, Matrix.mul_apply, Finset.sum_smul, Finset.smul_sum, mul_smul]
    exact Finset.sum_comm
  have act_smul : ∀ (Y : Matrix (Fin 3) (Fin 3) A) (c : ℂ) (φ : Fin 3 → M),
      act Y (c • φ) = c • act Y φ := by
    intro Y c φ
    ext i
    simp only [act, Pi.smul_apply, Finset.smul_sum]
    exact Finset.sum_congr rfl fun j _ => smul_comm _ _ _
  -- each factor of the cubic acts on the eigenstate as a number
  have shift : ∀ c : ℂ, act (spinOrbit L + c • 1) ψ = (μ + c) • ψ := by
    intro c
    rw [add_smul, ← hψ]
    ext i
    simp [act, add_smul, Finset.sum_add_distrib, Matrix.one_apply, smul_assoc, ite_smul]
  have z : act ((spinOrbit L + (1 : ℂ) • 1) *
      ((spinOrbit L + (-l) • 1) * (spinOrbit L + (l + 1) • 1))) ψ = 0 := by
    rw [one_smul, neg_smul, ← sub_eq_add_neg, spinOrbit_factorised h hl]
    ext i
    simp [act]
  simp only [act_mul, shift, act_smul, smul_eq_zero, hne, or_false] at z
  rcases z with z | z | z <;>
    first
    | exact Or.inl (by linear_combination z)
    | exact Or.inr (Or.inl (by linear_combination z))
    | exact Or.inr (Or.inr (by linear_combination z))
```

If $X\psi=\mu\psi$ with $\psi\neq0$, then $\mu$ is $l$, $-1$ or $-(l+1)$. Each factor of the cubic acts on $\psi$ as a number, so
$$0=(X+1)(X-l)(X+l+1)\psi=(\mu+1)(\mu-l)(\mu+l+1)\,\psi .$$
As $\psi$ is not zero, one of the three numbers is. In Lean, `act_mul` says that a product of matrices acts one factor after the other, `act_smul` lets numbers pass through, and `shift` turns each factor into a number. The final `rcases` treats the three possibilities.

The theorem restricts the eigenvalues but does not say that all three occur, or how often. The smallest case shows the difference: for $l=0$ with all $L_k=0$, $X$ vanishes and its only eigenvalue is $0=l$. The other two candidates coincide at $-1$ and are absent, as expected when $j=1$ is the only total angular momentum available.

## The case l = 1

```lean
/-- The spin-1 matrices form an angular momentum with `L² = l(l+1)` for `l = 1`. -/
theorem isAngularMomentum_witness :
    IsAngularMomentum spinOne ∧
      casimir spinOne = ((1 : ℂ) * (1 + 1)) • (1 : Matrix (Fin 3) (Fin 3) ℂ) := by
  refine ⟨⟨?_, ?_, ?_⟩, ?_⟩ <;> ext i j <;> fin_cases i <;> fin_cases j <;>
    simp [spinOne, casimir]
```

The spin-1 matrices themselves satisfy the commutation relations, with square $2=1\cdot(1+1)$. This justifies calling them spin 1, and it also supplies a concrete orbital triple with $l=1$. The proof checks every matrix entry.

```lean
/-- For `l = 1`, realised by the spin-1 matrices, no product of two of the three
factors `X + 1`, `X - 1`, `X + 2` vanishes. -/
theorem spinOrbit_cubic_sharp :
    (spinOrbit spinOne + 1) * (spinOrbit spinOne - 1) ≠ 0 ∧
    (spinOrbit spinOne + 1) * (spinOrbit spinOne + (2 : ℂ) • 1) ≠ 0 ∧
    (spinOrbit spinOne - 1) * (spinOrbit spinOne + (2 : ℂ) • 1) ≠ 0 := by
  -- one matrix element suffices in each case
  refine ⟨fun h => ?_, fun h => ?_, fun h => ?_⟩
  · have e := congrArg (fun Y => Y 0 0 0 0) h
    revert e
    simp [spinOrbit_eq, spinOne, Matrix.mul_apply, Fin.sum_univ_three,
      Matrix.one_apply] <;> norm_num
  · have e := congrArg (fun Y => Y 0 0 0 0) h
    revert e
    simp [spinOrbit_eq, spinOne, Matrix.mul_apply, Fin.sum_univ_three,
      Matrix.one_apply] <;> norm_num
  · have e := congrArg (fun Y => Y 0 0 1 1) h
    revert e
    simp [spinOrbit_eq, spinOne, Matrix.mul_apply, Fin.sum_univ_three,
      Matrix.one_apply] <;> norm_num

end

end SpinOneSpinOrbit
```

With that triple, $X$ acts on a nine-dimensional space, and no two of the factors $X+1$, $X-1$, $X+2$ multiply to zero. One matrix element settles each case. In `Y 0 0 0 0`, the first two indices belong to the spin and the last two to the orbital matrix. The chosen elements of the three products are $1$, $4$ and $-1$.

A short further argument by hand shows that all three levels occur here: by the cubic, any nonzero column of a product of two factors is an eigenvector belonging to the third.

```lean
#print axioms SpinOneSpinOrbit.spinOrbit_cubic
#print axioms SpinOneSpinOrbit.spinOrbit_levels
#print axioms SpinOneSpinOrbit.spinOrbit_cubic_sharp
```

```
'SpinOneSpinOrbit.spinOrbit_cubic' depends on axioms: [propext, Classical.choice, Quot.sound]
'SpinOneSpinOrbit.spinOrbit_levels' depends on axioms: [propext, Classical.choice, Quot.sound]
'SpinOneSpinOrbit.spinOrbit_cubic_sharp' depends on axioms: [propext, Classical.choice, Quot.sound]
```
